# Exponentials of one-body fermion operators transform creators by the matrix exponential, for finitely many modes

Take one fermion mode with annihilator $a$ and creator $b$ (usually written $a^\dagger$), so that $ab+ba=1$ and $b^2=0$. How does $e^{Q}$ with $Q=k\,ba$, $k$ complex, change the creator? Since $Qb=k\,b(1-ba)=kb$ and $bQ=0$, the commutator is $[Q,b]=kb$. Therefore

$$\frac{d}{dt}\left(e^{-tQ}\,e^{tk}b\,e^{tQ}\right)=e^{-tQ}e^{tk}\left(kb-[Q,b]\right)e^{tQ}=0 .$$

Equating the values at $t=0$ and $t=1$ gives $e^{Q}be^{-Q}=e^{k}b$.

With several orthonormal orbitals, $k$ becomes a matrix $K$, and the creators mix:

$$Q=\sum_{pq}K_{pq}\,b_pa_q,\qquad e^{Q}b_re^{-Q}=\sum_p (e^{K})_{pr}\,b_p .$$

In a finite orbital basis, orbital optimisation can use such an exponential to move a Slater determinant. With $K=-i\mathbf{h}t/\hbar$, where $\mathbf{h}$ is the matrix of a time-independent one-body Hamiltonian, it also propagates non-interacting fermions for a time $t$.

The failures described below, when a hypothesis is removed, are worked out separately from the compiled code.

## Finitely many orbitals, any complex matrix

The finite type `ι` labels the spin orbitals, and `A` is the operator algebra. The structure `CAR a b` collects the anticommutation relations of an orthonormal orbital basis. It does not require `b p` to be the adjoint of `a p`.

```lean
import Mathlib

open Matrix

namespace OrbitalRotation

noncomputable section

variable {ι A : Type*} [Fintype ι] [DecidableEq ι]

/-- The canonical anticommutation relations for annihilators `a p` and creators `b p`. -/
structure CAR {ι A : Type*} [DecidableEq ι] [Ring A] (a b : ι → A) : Prop where
  ab : ∀ p q, a p * b q + b q * a p = if p = q then 1 else 0
  aa : ∀ p q, a p * a q + a q * a p = 0
  bb : ∀ p q, b p * b q + b q * b p = 0
```

`oneBody K a b` is $Q$, and `rotated K b r` is the new creator $\tilde b_r=\sum_p(e^K)_{pr}b_p$. Column $r$ of $e^K$ thus holds the coefficients of new orbital $r$.

```lean
/-- The one-body operator `Q = ∑ K(p,q) b_p a_q`. -/
def oneBody {ι A : Type*} [Fintype ι] [Ring A] [Algebra ℂ A]
    (K : Matrix ι ι ℂ) (a b : ι → A) : A :=
  ∑ p, ∑ q, K p q • (b p * a q)

/-- The creator of the rotated orbital `r`, namely `∑ exp(K)(p,r) b_p`. -/
def rotated [Ring A] [Algebra ℂ A] (K : Matrix ι ι ℂ) (b : ι → A) (r : ι) : A :=
  ∑ p, (NormedSpace.exp K) p r • b p
```

Finiteness makes $Q$ a finite sum. With infinitely many modes, $K=1$ would give the number operator, which is unbounded on Fock space. Replacing the full one-particle space of a molecule or solid by a finite basis is in general an approximation, and the theorems say nothing about its error.

No symmetry of $K$ is assumed. If $b_p=a_p^\dagger$ and $K$ is anti-Hermitian, $e^Q$ is unitary and the change is a rotation in the usual sense. For other $K$ the word is looser, and the new orbitals need not be orthonormal.

## Bounded operators and a closed commutator

`A` is a complex Banach algebra: operators have a norm, and the exponential series converges. Fermion creators and annihilators on Fock space are bounded and fit this setting. Boson ladder operators obey a similar commutator identity but are unbounded, so the argument would need extra care with domains.

The second condition is that commuting with $Q$ returns a linear combination of the same operators, $[Q,x_r]=\sum_pK_{pr}x_p$. By hand, set $X(t)=\sum_p(e^{tK})_{pr}x_p$. Then

$$[Q,X(t)]=\sum_{p,s}K_{ps}(e^{tK})_{sr}x_p=\sum_p(Ke^{tK})_{pr}x_p=X'(t),$$

$$\frac{d}{dt}\left(e^{-tQ}X(t)e^{tQ}\right)=e^{-tQ}\left(X'(t)-[Q,X(t)]\right)e^{tQ}=0 .$$

Hence $e^{-Q}X(1)e^{Q}=X(0)=x_r$, and multiplying by $e^{Q}$ on the left and $e^{-Q}$ on the right gives $e^Qx_re^{-Q}=X(1)$.

The first theorem states this for a continuous linear map `φ` with $[Q,\varphi(m)]=\varphi(Km)$. The product rule supplies the derivative, `rw [← h]` inserts the commutator, and `noncomm_ring` cancels the terms.

```lean
variable [NormedRing A] [NormedAlgebra ℂ A] [CompleteSpace A]

/-- If the commutator with `Q` acts on the values of a continuous linear map `φ` between complex
Banach algebras as multiplication of the argument by `K`, then conjugation by `exp Q` takes
`φ 1` to `φ (exp K)`. -/
theorem exp_conj_of_intertwining {M : Type*} [NormedRing M] [NormedAlgebra ℂ M]
    [CompleteSpace M] (φ : M →L[ℂ] A) (Q : A) (K : M)
    (h : ∀ m, Q * φ m - φ m * Q = φ (K * m)) :
    NormedSpace.exp Q * φ 1 * NormedSpace.exp (-Q) = φ (NormedSpace.exp K) := by
  let : NormedAlgebra ℚ A := NormedAlgebra.restrictScalars ℚ ℂ A
  -- the back-rotated curve is constant in `t`
  have hd : ∀ t : ℂ, HasDerivAt (fun t : ℂ => NormedSpace.exp (t • (-Q)) *
      φ (NormedSpace.exp (t • K)) * NormedSpace.exp (t • Q)) 0 t := by
    intro t
    have h1 := hasDerivAt_exp_smul_const (-Q) t
    have h2 := φ.hasFDerivAt.comp_hasDerivAt t (hasDerivAt_exp_smul_const' K t)
    have h3 := hasDerivAt_exp_smul_const' Q t
    refine ((h1.fun_mul h2).fun_mul h3).congr_deriv ?_
    simp only [Function.comp_apply]
    rw [← h]
    noncomm_ring
  have hc := is_const_of_deriv_eq_zero (fun t => (hd t).differentiableAt)
    (fun t => (hd t).deriv) 0 1
  simp only [zero_smul, one_smul, NormedSpace.exp_zero, one_mul, mul_one] at hc
  have hinv : NormedSpace.exp Q * NormedSpace.exp (-Q) = 1 := by
    rw [← NormedSpace.exp_add_of_commute (Commute.refl Q).neg_right, add_neg_cancel,
      NormedSpace.exp_zero]
  rw [hc]
  calc _ = (NormedSpace.exp Q * NormedSpace.exp (-Q)) * φ (NormedSpace.exp K) *
        (NormedSpace.exp Q * NormedSpace.exp (-Q)) := by simp only [mul_assoc]
    _ = _ := by rw [hinv, one_mul, mul_one]
```

The second theorem takes $\varphi(M)=\sum_pM_{pr}x_p$. Its `key` extends the commutator from the $x_p$ to their linear combinations. A norm on matrices is chosen so that the first theorem applies.

```lean
/-- If the commutator with `Q` mixes finitely many operators `x_p` linearly through a matrix `K`,
then conjugation by `exp Q` mixes them through the matrix `exp K`. -/
theorem exp_conj_family (x : ι → A) (Q : A) (K : Matrix ι ι ℂ)
    (h : ∀ r, Q * x r - x r * Q = ∑ p, K p r • x p) (r : ι) :
    NormedSpace.exp Q * x r * NormedSpace.exp (-Q) = ∑ p, (NormedSpace.exp K) p r • x p := by
  have key : ∀ M : Matrix ι ι ℂ, Q * (∑ p, M p r • x p) - (∑ p, M p r • x p) * Q
      = ∑ s, (K * M) s r • x s := by
    intro M
    calc _ = ∑ p, M p r • (Q * x p - x p * Q) := by
          simp only [Finset.mul_sum, Finset.sum_mul, smul_sub, Finset.sum_sub_distrib,
            mul_smul_comm, smul_mul_assoc]
      _ = _ := by
          simp_rw [h, Finset.smul_sum]
          rw [Finset.sum_comm]
          refine Finset.sum_congr rfl fun s _ => ?_
          rw [Matrix.mul_apply, Finset.sum_smul]
          refine Finset.sum_congr rfl fun p _ => ?_
          rw [smul_smul, mul_comm]
  -- any Banach algebra norm on matrices will do
  let : NormedRing (Matrix ι ι ℂ) := Matrix.linftyOpNormedRing
  let : NormedAlgebra ℂ (Matrix ι ι ℂ) := Matrix.linftyOpNormedAlgebra
  have : CompleteSpace (Matrix ι ι ℂ) := FiniteDimensional.complete ℂ _
  let φ : Matrix ι ι ℂ →ₗ[ℂ] A :=
    { toFun := fun M => ∑ p, M p r • x p
      map_add' := fun M N => by
        simp only [Matrix.add_apply, add_smul, Finset.sum_add_distrib]
      map_smul' := fun c M => by
        simp only [Matrix.smul_apply, smul_eq_mul, mul_smul, Finset.smul_sum, RingHom.id_apply] }
  have h1 : φ 1 = x r := by
    change ∑ p, (1 : Matrix ι ι ℂ) p r • x p = x r
    simp [Matrix.one_apply]
  have main := exp_conj_of_intertwining (LinearMap.toContinuousLinearMap φ) Q K key
  change _ * φ 1 * _ = _ at main
  rw [h1] at main
  exact main
```

An interaction breaks the closure. For $Q=U n_1n_2$ with $n_p=b_pa_p$, one finds $e^Qb_1e^{-Q}=b_1\left(1+(e^U-1)n_2\right)$, which for $e^U\neq1$ is not a combination of creators in Fock space.

## The three anticommutation relations

For fermions the closure follows from the relations. Writing $\{x,y\}=xy+yx$,

$$[b_pa_q,b_r]=b_p\{a_q,b_r\}-\{b_p,b_r\}a_q=\delta_{qr}b_p,$$

so $[Q,b_r]=\sum_pK_{pr}b_p$. This uses `h.ab` and `h.bb`; the local `key` is the displayed identity, and `simp` carries out the sum over the Kronecker delta.

```lean
/-- Orbital rotation: if `a` and `b` obey the canonical anticommutation relations, then conjugation
by the exponential of `Q = ∑ K(p,q) b_p a_q` turns the creator `b_r` into `∑ exp(K)(p,r) b_p`, for
every complex matrix `K`. -/
theorem orbital_rotation {a b : ι → A} (h : CAR a b) (K : Matrix ι ι ℂ) (r : ι) :
    NormedSpace.exp (oneBody K a b) * b r * NormedSpace.exp (-oneBody K a b)
      = ∑ p, (NormedSpace.exp K) p r • b p := by
  refine exp_conj_family b _ K (fun r => ?_) r
  have key : ∀ p q, b p * a q * b r - b r * (b p * a q) = if q = r then b p else 0 := by
    intro p q
    calc _ = b p * (a q * b r + b r * a q) - (b p * b r + b r * b p) * a q := by noncomm_ring
      _ = _ := by rw [h.ab, h.bb]; split_ifs <;> simp
  simp only [oneBody, Finset.sum_mul, Finset.mul_sum, smul_mul_assoc, mul_smul_comm,
    ← Finset.sum_sub_distrib, ← smul_sub, key]
  simp
```

For annihilators, `h.aa` replaces `h.bb`:

$$[b_pa_q,a_r]=b_p\{a_q,a_r\}-\{a_r,b_p\}a_q=-\delta_{rp}a_q .$$

Thus $[Q,a_r]=-\sum_qK_{rq}a_q$. The mixing matrix is $-K^{T}$, and transposing its exponential gives $e^Qa_re^{-Q}=\sum_q(e^{-K})_{rq}a_q$.

```lean
/-- If `a` and `b` obey the canonical anticommutation relations, then conjugation by the exponential
of `Q = ∑ K(p,q) b_p a_q` turns the annihilator `a_r` into `∑ exp(-K)(r,q) a_q`. -/
theorem orbital_rotation_annihilator {a b : ι → A} (h : CAR a b) (K : Matrix ι ι ℂ) (r : ι) :
    NormedSpace.exp (oneBody K a b) * a r * NormedSpace.exp (-oneBody K a b)
      = ∑ q, (NormedSpace.exp (-K)) r q • a q := by
  have main := exp_conj_family a (oneBody K a b) (-K)ᵀ (fun r => ?_) r
  · rw [Matrix.exp_transpose] at main
    exact main
  have key : ∀ p q, b p * a q * a r - a r * (b p * a q) = if r = p then -a q else 0 := by
    intro p q
    calc _ = b p * (a q * a r + a r * a q) - (a r * b p + b p * a r) * a q := by noncomm_ring
      _ = _ := by rw [h.ab, h.aa]; split_ifs <;> simp
  simp only [oneBody, Finset.sum_mul, Finset.mul_sum, smul_mul_assoc, mul_smul_comm,
    ← Finset.sum_sub_distrib, ← smul_sub, key]
  rw [Finset.sum_comm]
  simp
```

Each relation matters:

- If $\{a_p,b_q\}=S_{pq}$, as for orbitals with overlap matrix $S$, the creators transform with $e^{KS}$.
- Without $\{b_p,b_q\}=0$, take a genuine mode $c$ and set $a=c$, $b=c^\dagger+c$. Then $Q=k\,c^\dagger c$ sends $b$ to $e^kc^\dagger+e^{-k}c$, which differs from $e^kb$ unless $e^{2k}=1$.
- Without $\{a_p,a_q\}=0$, the choice $a=c+c^\dagger$, $b=c^\dagger$ spoils the annihilator formula in the same way.

## A vacuum that every annihilator kills

The creator formula also reads $e^Qb_r=\tilde b_re^Q$. Applying it repeatedly gives

$$e^Qb_{r_1}\cdots b_{r_n}=\tilde b_{r_1}\cdots\tilde b_{r_n}e^Q .$$

In Lean this is an induction on the list `l` of orbital labels, with the empty product equal to 1.

```lean
/-- If `a` and `b` obey the canonical anticommutation relations and `Q = ∑ K(p,q) b_p a_q`, then
moving `exp Q` to the right through a string of creators replaces each `b_r` by `rotated K b r`. -/
theorem exp_mul_string {a b : ι → A} (h : CAR a b) (K : Matrix ι ι ℂ) (l : List ι) :
    NormedSpace.exp (oneBody K a b) * (l.map b).prod
      = (l.map (rotated K b)).prod * NormedSpace.exp (oneBody K a b) := by
  let : NormedAlgebra ℚ A := NormedAlgebra.restrictScalars ℚ ℂ A
  set Q := oneBody K a b with hQ
  have hinv : NormedSpace.exp (-Q) * NormedSpace.exp Q = 1 := by
    rw [← NormedSpace.exp_add_of_commute (Commute.refl Q).neg_left, neg_add_cancel,
      NormedSpace.exp_zero]
  have step : ∀ r, NormedSpace.exp Q * b r = rotated K b r * NormedSpace.exp Q := by
    intro r
    rw [rotated, ← orbital_rotation h K r, ← hQ, mul_assoc _ (NormedSpace.exp (-Q)), hinv,
      mul_one]
  induction l with
  | nil => simp
  | cons r l ih =>
    rw [List.map_cons, List.map_cons, List.prod_cons, List.prod_cons, ← mul_assoc, step,
      mul_assoc, ih, mul_assoc]
```

Now let the operators act on a Banach space `E` containing a vector $\Phi$ with $a_q\Phi=0$ for all $q$. Then $Q\Phi=0$, so $\frac{d}{dt}e^{tQ}\Phi=e^{tQ}Q\Phi=0$ and $e^Q\Phi=\Phi$. Consequently

$$e^Qb_{r_1}\cdots b_{r_n}\Phi=\tilde b_{r_1}\cdots\tilde b_{r_n}\Phi .$$

In the proof, `hQ` is $Q\Phi=0$, `hvac` is $e^Q\Phi=\Phi$, and `hs` applies the string identity to $\Phi$.

```lean
/-- One direction of Thouless' theorem: if `a` and `b` obey the canonical anticommutation relations
and every annihilator kills `Φ`, then the exponential of `Q = ∑ K(p,q) b_p a_q` maps the vector
`b_{r₁} ⋯ b_{rₙ} Φ` to the vector built in the same way from the rotated creators. -/
theorem thouless {E : Type*} [NormedAddCommGroup E] [NormedSpace ℂ E] [CompleteSpace E]
    {a b : ι → E →L[ℂ] E} (h : CAR a b) (K : Matrix ι ι ℂ) (Φ : E) (hΦ : ∀ q, a q Φ = 0)
    (l : List ι) :
    NormedSpace.exp (oneBody K a b) ((l.map b).prod Φ) = (l.map (rotated K b)).prod Φ := by
  have hQ : oneBody K a b Φ = 0 := by
    simp [oneBody, hΦ]
  -- the vacuum does not move along `exp (t Q)`
  have hd : ∀ t : ℂ, HasDerivAt (fun t : ℂ => NormedSpace.exp (t • oneBody K a b) Φ) 0 t := by
    intro t
    refine ((hasDerivAt_exp_smul_const (oneBody K a b) t).clm_apply
      (hasDerivAt_const t Φ)).congr_deriv ?_
    simp [hQ]
  have hvac : NormedSpace.exp (oneBody K a b) Φ = Φ := by
    have hc := is_const_of_deriv_eq_zero (fun t => (hd t).differentiableAt)
      (fun t => (hd t).deriv) 1 0
    simpa using hc
  have hs := congrArg (fun T : E →L[ℂ] E => T Φ) (exp_mul_string h K l)
  calc _ = (l.map (rotated K b)).prod (NormedSpace.exp (oneBody K a b) Φ) := hs
    _ = _ := by rw [hvac]
```

This gives the image of a determinant under a given $K$. Thouless' name is also attached to the converse question, whether a determinant not orthogonal to a reference can be reached from it by such an exponential, and `thouless` does not address that. The image need not be normalised for general $K$.

For an arbitrary $\Phi$ the statement fails: if the single mode is occupied, $e^Q\Phi=e^k\Phi$, so the equality of vectors fails even for the empty string when $e^k\neq1$, although $\Phi$ and $e^k\Phi$ represent the same physical state.

## Two modes that satisfy the relations

The matrices below act on the basis $|00\rangle,|01\rangle,|10\rangle,|11\rangle$, with mode 0 written first. The entry $-1$ is the Jordan–Wigner sign for passing an occupied mode 0.

```lean
/-- The Jordan–Wigner annihilators of two fermion modes, as 4×4 matrices. -/
def jw : Fin 2 → Matrix (Fin 4) (Fin 4) ℂ :=
  ![!![0, 0, 1, 0; 0, 0, 0, 1; 0, 0, 0, 0; 0, 0, 0, 0],
    !![0, 1, 0, 0; 0, 0, 0, 0; 0, 0, 0, -1; 0, 0, 0, 0]]
```

The matrices are real, so their transposes are the adjoint creators. The proof checks the relations entry by entry, and also that both annihilators kill $|00\rangle$.

```lean
/-- The two Jordan–Wigner annihilators and their transposes obey the canonical anticommutation
relations, and both annihilators kill the first basis vector. -/
theorem car_witness :
    CAR jw (fun p => (jw p)ᵀ) ∧ ∀ q, jw q *ᵥ ![1, 0, 0, 0] = 0 := by
  refine ⟨⟨?_, ?_, ?_⟩, ?_⟩
  · intro p q
    ext i j
    -- write out the entries before inserting the matrices
    simp only [Matrix.add_apply, Matrix.mul_apply, Matrix.transpose_apply, Fin.sum_univ_four]
    fin_cases p <;> fin_cases q <;> fin_cases i <;> fin_cases j <;> simp [jw]
  · intro p q
    fin_cases p <;> fin_cases q <;> ext i j <;> fin_cases i <;> fin_cases j <;> simp [jw]
  · intro p q
    fin_cases p <;> fin_cases q <;> ext i j <;> fin_cases i <;> fin_cases j <;>
      simp [jw, Matrix.mul_apply, Fin.sum_univ_succ]
  · intro q
    fin_cases q <;> ext i <;> fin_cases i <;>
      simp [jw, Matrix.mulVec, dotProduct, Fin.sum_univ_succ]

end

end OrbitalRotation
```

```lean
#print axioms OrbitalRotation.exp_conj_family
-- 'OrbitalRotation.exp_conj_family' depends on axioms: [propext, Classical.choice, Quot.sound]
#print axioms OrbitalRotation.orbital_rotation_annihilator
-- 'OrbitalRotation.orbital_rotation_annihilator' depends on axioms: [propext, Classical.choice, Quot.sound]
#print axioms OrbitalRotation.thouless
-- 'OrbitalRotation.thouless' depends on axioms: [propext, Classical.choice, Quot.sound]
```
